# With one t2g–eg gap, the uncoupled paramagnetic shielding of a t2g⁶ shell is isotropic and inversely proportional to the gap

The metal's valence shell is modelled by five pure d orbitals with a common radial function, and each magnetic excitation costs a bare difference of orbital energies. Ramsey's paramagnetic term then becomes a finite sum over excitations from filled t2g to empty eg orbitals. Covalency, the response of the electron–electron interaction, spin–orbit coupling and the diamagnetic term are left out. Within this uncoupled model, the result describes how the ligand field enters the metal shielding of octahedral low-spin d⁶ complexes such as [Co(NH₃)₆]³⁺.

In Lean 4 with Mathlib:

```lean
import Mathlib

open Matrix

namespace RamseyOctahedralShielding

noncomputable section
```

## Angular momentum in the real d basis

Up to a common radial factor, the normalised orbitals are

$$xy,\quad yz,\quad zx,\quad \tfrac12(x^2-y^2),\quad \tfrac{1}{2\sqrt3}(2z^2-x^2-y^2).$$

They are numbered 0 to 4 and written $|xy\rangle,\dots,|z^2\rangle$. Applying $\mathbf L=-i\,\mathbf r\times\nabla$, with $\hbar=1$, to the t2g functions gives

$$\begin{aligned}
L_x|xy\rangle&=i|zx\rangle, & L_x|yz\rangle&=i|x^2-y^2\rangle+\sqrt3\,i|z^2\rangle, & L_x|zx\rangle&=-i|xy\rangle,\\
L_y|xy\rangle&=-i|yz\rangle, & L_y|yz\rangle&=i|xy\rangle, & L_y|zx\rangle&=i|x^2-y^2\rangle-\sqrt3\,i|z^2\rangle,\\
L_z|xy\rangle&=-2i|x^2-y^2\rangle, & L_z|yz\rangle&=-i|zx\rangle, & L_z|zx\rangle&=i|yz\rangle.
\end{aligned}$$

Hermiticity supplies the matrix elements from eg to t2g, and those within eg vanish. In the code, `L 0`, `L 1` and `L 2` are $L_x$, $L_y$ and $L_z$, and `L a k n` is $\langle k|L_a|n\rangle$.

```lean
/-- The angular momentum matrices `L_x, L_y, L_z` (in units of ħ) in the real d-orbital basis
ordered as xy, yz, zx, x²-y², z². -/
def L : Fin 3 → Matrix (Fin 5) (Fin 5) ℂ :=
  ![!![0, 0, -Complex.I, 0, 0;
       0, 0, 0, -Complex.I, -(Real.sqrt 3 * Complex.I);
       Complex.I, 0, 0, 0, 0;
       0, Complex.I, 0, 0, 0;
       0, Real.sqrt 3 * Complex.I, 0, 0, 0],
    !![0, Complex.I, 0, 0, 0;
       -Complex.I, 0, 0, 0, 0;
       0, 0, 0, -Complex.I, Real.sqrt 3 * Complex.I;
       0, 0, Complex.I, 0, 0;
       0, 0, -(Real.sqrt 3 * Complex.I), 0, 0],
    !![0, 0, 0, 2 * Complex.I, 0;
       0, 0, Complex.I, 0, 0;
       0, -Complex.I, 0, 0, 0;
       -(2 * Complex.I), 0, 0, 0, 0;
       0, 0, 0, 0, 0]]
```

The occupied and empty orbitals are the index sets $\{0,1,2\}$ and $\{3,4\}$.

```lean
/-- The t2g orbitals xy, yz, zx. -/
def t2g : Finset (Fin 5) := {0, 1, 2}

/-- The eg orbitals x²-y² and z². -/
def eg : Finset (Fin 5) := {3, 4}
```

The projector onto the occupied set is $P=\mathrm{diag}(1,1,1,0,0)$.

```lean
/-- The projector onto the t2g orbitals. -/
def P : Matrix (Fin 5) (Fin 5) ℂ := diagonal ![1, 1, 1, 0, 0]
```

## The Ramsey sum

In atomic units, an electron couples to the field through $\tfrac12\mathbf L\cdot\mathbf B$ and to the nuclear moment through $\alpha^2 r^{-3}\mathbf L\cdot\boldsymbol\mu$, with the gauge origin at the nucleus and $\alpha$ the fine-structure constant. The cross term of second-order perturbation theory carries a factor $\tfrac12$, which double occupancy cancels:

$$\sigma_{ab}=-\alpha^2\langle r^{-3}\rangle\sum_{k\in t_{2g}}\sum_{n\in e_g}\frac{\langle k|L_a|n\rangle\langle n|L_b|k\rangle+\langle k|L_b|n\rangle\langle n|L_a|k\rangle}{\varepsilon_n-\varepsilon_k}.$$

This expression is the definition of `shielding`. The real number `r3` stands for $\langle r^{-3}\rangle$, the d-shell average that measures how strongly the orbital current is felt at the nucleus. The energies `ε` are arbitrary at this stage.

```lean
/-- The paramagnetic shielding tensor (atomic units) of a doubly occupied t2g shell with empty eg
orbitals: `α` is the fine-structure constant, `r3` the d-shell mean of `r⁻³`, `ε` the orbital
energies. -/
def shielding (α r3 : ℝ) (ε : Fin 5 → ℝ) (a b : Fin 3) : ℂ :=
  -((α : ℂ) ^ 2 * r3) * ∑ k ∈ t2g, ∑ n ∈ eg,
    (L a k n * L b n k + L b k n * L a n k) / ((ε n - ε k : ℝ) : ℂ)
```

Two lemmas write the sums over the index sets term by term.

```lean
/-- A sum over the t2g orbitals written out. -/
lemma sum_t2g (f : Fin 5 → ℂ) : ∑ k ∈ t2g, f k = f 0 + f 1 + f 2 := by
  rw [t2g, Finset.sum_insert (by decide), Finset.sum_insert (by decide), Finset.sum_singleton]
  ring

/-- A sum over the eg orbitals written out. -/
lemma sum_eg (f : Fin 5 → ℂ) : ∑ n ∈ eg, f n = f 3 + f 4 := by
  rw [eg, Finset.sum_insert (by decide), Finset.sum_singleton]
```

## Checking that the matrices have l = 2

For a state with coefficients $v_0,\dots,v_4$, the table above gives, for example,

$$L_zv=(2iv_3,\ iv_2,\ -iv_1,\ -2iv_0,\ 0).$$

The next lemma records this action for all three components, entry by entry.

```lean
/-- The action of `L_x, L_y, L_z` on a d-state with orbital coefficients `v`. -/
lemma L_mulVec (v : Fin 5 → ℂ) :
    L 0 *ᵥ v = ![-(Complex.I * v 2), -(Complex.I * v 3) - Real.sqrt 3 * Complex.I * v 4,
      Complex.I * v 0, Complex.I * v 1, Real.sqrt 3 * Complex.I * v 1] ∧
    L 1 *ᵥ v = ![Complex.I * v 1, -(Complex.I * v 0),
      -(Complex.I * v 3) + Real.sqrt 3 * Complex.I * v 4,
      Complex.I * v 2, -(Real.sqrt 3 * Complex.I * v 2)] ∧
    L 2 *ᵥ v = ![2 * Complex.I * v 3, Complex.I * v 2, -(Complex.I * v 1),
      -(2 * Complex.I * v 0), 0] := by
  refine ⟨?_, ?_, ?_⟩ <;> ext i <;> fin_cases i <;>
    simp [L, Matrix.mulVec, dotProduct, Fin.sum_univ_five]
  ring
```

The operators $-i\,\mathbf r\times\nabla$ satisfy $[L_x,L_y]=iL_z$ and its cyclic permutations, so their matrices on the d space do too. On $|xy\rangle$, for instance,

$$L_xL_y|xy\rangle-L_yL_x|xy\rangle=\left(|x^2-y^2\rangle+\sqrt3|z^2\rangle\right)-\left(-|x^2-y^2\rangle+\sqrt3|z^2\rangle\right)=2|x^2-y^2\rangle=iL_z|xy\rangle.$$

For the total angular momentum, $L_x^2$, $L_y^2$ and $L_z^2$ multiply $|xy\rangle$ by 1, 1 and 4, which add to 6. Rotations carry this value to $yz$, $zx$ and $x^2-y^2$. For the last orbital,

$$L_x^2|z^2\rangle=3|z^2\rangle+\sqrt3|x^2-y^2\rangle,\qquad L_y^2|z^2\rangle=3|z^2\rangle-\sqrt3|x^2-y^2\rangle,\qquad L_z^2|z^2\rangle=0,$$

and the sum is again $6=l(l+1)$ with $l=2$.

The theorem states these identities for every vector `v`. Its proof substitutes the recorded actions and compares components, using only $(\sqrt3)^2=3$ (`hs`) and $i^2=-1$ (`hI`).

```lean
/-- On every d-state `v` the three matrices obey the angular momentum commutation relations, and
the total squared angular momentum is `l(l+1) = 6` with `l = 2`. -/
theorem angular_momentum_two (v : Fin 5 → ℂ) :
    L 0 *ᵥ (L 1 *ᵥ v) - L 1 *ᵥ (L 0 *ᵥ v) = Complex.I • (L 2 *ᵥ v) ∧
    L 1 *ᵥ (L 2 *ᵥ v) - L 2 *ᵥ (L 1 *ᵥ v) = Complex.I • (L 0 *ᵥ v) ∧
    L 2 *ᵥ (L 0 *ᵥ v) - L 0 *ᵥ (L 2 *ᵥ v) = Complex.I • (L 1 *ᵥ v) ∧
    L 0 *ᵥ (L 0 *ᵥ v) + L 1 *ᵥ (L 1 *ᵥ v) + L 2 *ᵥ (L 2 *ᵥ v) = (6 : ℂ) • v := by
  have hs : ((Real.sqrt 3 : ℝ) : ℂ) ^ 2 = 3 := by
    exact_mod_cast Real.sq_sqrt (show (0 : ℝ) ≤ 3 by norm_num)
  have hI := Complex.I_sq
  simp only [fun w => (L_mulVec w).1, fun w => (L_mulVec w).2.1, fun w => (L_mulVec w).2.2]
  refine ⟨?_, ?_, ?_, ?_⟩ <;> ext i <;> fin_cases i <;>
    simp only [Pi.sub_apply, Pi.add_apply, Pi.smul_apply, smul_eq_mul, Matrix.cons_val,
      Matrix.cons_val_zero, Matrix.cons_val_one, Fin.reduceFinMk, Fin.zero_eta, Fin.mk_one,
      Fin.isValue] <;>
    first
    | ring1
    | linear_combination Complex.I ^ 2 * v 2 * hs
    | linear_combination -Complex.I ^ 2 * v 1 * hs
    | linear_combination -6 * v 0 * hI
    | linear_combination -Complex.I ^ 2 * v 1 * hs - 6 * v 1 * hI
    | linear_combination -Complex.I ^ 2 * v 2 * hs - 6 * v 2 * hI
    | linear_combination -6 * v 3 * hI
    | linear_combination -2 * Complex.I ^ 2 * v 4 * hs - 6 * v 4 * hI
```

## From a trace to excitations

Let $p_k$ be the diagonal entries of $P$ and $q_n=1-p_n$. For any two $5\times5$ matrices $A$ and $B$,

$$\mathrm{tr}\,[PA(1-P)B]=\sum_{k,n}p_kA_{kn}q_nB_{nk}=\sum_{k\in t_{2g}}\sum_{n\in e_g}A_{kn}B_{nk}.$$

In the proof, `hQ` identifies $1-P$ as the eg projector, and `h` expands a diagonal entry of the product.

```lean
/-- For any two one-electron operators, the trace with the t2g projector and its complement is the
sum over all t2g to eg excitations of the products of matrix elements. -/
theorem trace_eq_excitation_sum (A B : Matrix (Fin 5) (Fin 5) ℂ) :
    (P * A * (1 - P) * B).trace = ∑ k ∈ t2g, ∑ n ∈ eg, A k n * B n k := by
  -- the complement of the t2g projector is the eg projector
  have hQ : (1 : Matrix (Fin 5) (Fin 5) ℂ) - P = diagonal ![0, 0, 0, 1, 1] := by
    ext i j
    fin_cases i <;> fin_cases j <;> simp [P]
  have h : ∀ k : Fin 5,
      (P * A * diagonal ![0, 0, 0, 1, 1] * B : Matrix (Fin 5) (Fin 5) ℂ) k k =
      ∑ n, (![1, 1, 1, 0, 0] : Fin 5 → ℂ) k * A k n *
        (![0, 0, 0, 1, 1] : Fin 5 → ℂ) n * B n k := by
    intro k
    rw [Matrix.mul_apply]
    simp only [P, Matrix.mul_diagonal, Matrix.diagonal_mul]
  rw [hQ, Matrix.trace]
  simp only [Matrix.diag_apply, h, sum_t2g, sum_eg]
  simp [Fin.sum_univ_five]
```

Each component of $\mathbf L$ connects exactly one t2g orbital to eg: $L_x$ connects $yz$, $L_y$ connects $zx$, and $L_z$ connects $xy$. For $a\ne b$, every product in the sum therefore vanishes. The diagonal sums are

$$x:\ 1+3=4,\qquad y:\ 1+3=4,\qquad z:\ 4+0=4.$$

Hence $\mathrm{tr}\,[PL_a(1-P)L_b]=4\delta_{ab}$. The proof rewrites the trace as the excitation sum and evaluates all nine pairs of components.

```lean
/-- The t2g to eg angular momentum strength is isotropic: `tr(P L_a (1-P) L_b) = 4 δ_ab`. -/
theorem trace_t2g_eg (a b : Fin 3) :
    (P * L a * (1 - P) * L b).trace = if a = b then 4 else 0 := by
  rw [trace_eq_excitation_sum]
  simp only [sum_t2g, sum_eg]
  fin_cases a <;> fin_cases b <;> simp [L, Complex.ext_iff] <;> norm_num
```

## One gap in every denominator

Suppose $\varepsilon_n-\varepsilon_k=\Delta\neq0$ for every t2g–eg pair. The denominator leaves the sum, and the two products in the numerator give two traces:

$$\sigma_{ab}=-\frac{\alpha^2\langle r^{-3}\rangle}{\Delta}\,(4\delta_{ab}+4\delta_{ba})=-\frac{8\alpha^2\langle r^{-3}\rangle}{\Delta}\,\delta_{ab}.$$

The theorem states this after multiplication by $\Delta$. The hypothesis `hgap` expresses the octahedral degeneracy of both sets; it is assumed, not derived from a ligand-field Hamiltonian. Physically $\Delta>0$, though the algebra needs only `hΔ`. The inverse proportionality holds at fixed $\langle r^{-3}\rangle$.

In the proof, `hsum` takes out the common gap and recognises the traces. The remaining cases are $a=b$ and $a\ne b$.

```lean
/-- If all t2g to eg excitations share one nonzero gap `Δ`, the paramagnetic shielding of the
filled t2g shell is isotropic and inversely proportional to the gap:
`Δ σ_ab = -8 α² ⟨r⁻³⟩ δ_ab`. -/
theorem octahedral_shielding (α r3 Δ : ℝ) (ε : Fin 5 → ℝ) (hΔ : Δ ≠ 0)
    (hgap : ∀ k ∈ t2g, ∀ n ∈ eg, ε n - ε k = Δ) (a b : Fin 3) :
    (Δ : ℂ) * shielding α r3 ε a b = if a = b then -8 * (α : ℂ) ^ 2 * r3 else 0 := by
  have hΔ' : (Δ : ℂ) ≠ 0 := Complex.ofReal_ne_zero.mpr hΔ
  -- the common gap leaves the sum, and two traces remain
  have hsum : ∑ k ∈ t2g, ∑ n ∈ eg,
      (L a k n * L b n k + L b k n * L a n k) / ((ε n - ε k : ℝ) : ℂ) =
      ((P * L a * (1 - P) * L b).trace + (P * L b * (1 - P) * L a).trace) / (Δ : ℂ) := by
    rw [trace_eq_excitation_sum, trace_eq_excitation_sum, ← Finset.sum_add_distrib,
      Finset.sum_div]
    refine Finset.sum_congr rfl fun k hk => ?_
    rw [← Finset.sum_add_distrib, Finset.sum_div]
    refine Finset.sum_congr rfl fun n hn => ?_
    rw [hgap k hk n hn]
  rw [shielding, hsum, trace_t2g_eg, trace_t2g_eg, mul_left_comm, mul_div_cancel₀ _ hΔ']
  by_cases hab : a = b
  · rw [if_pos hab, if_pos hab.symm, if_pos hab]
    ring
  · rw [if_neg hab, if_neg (Ne.symm hab), if_neg hab]
    ring
```

The usual ligand-field energies, $-4Dq$ for t2g and $6Dq$ for eg, satisfy the hypothesis when $Dq\neq0$, since each of the six differences is $6Dq-(-4Dq)=10Dq$. The proof checks these pairs and applies the general theorem.

```lean
/-- For nonzero `Dq`, the octahedral ligand-field energies `-4Dq` (t2g) and `6Dq` (eg) give the
isotropic shielding with gap `10Dq`. -/
theorem octahedral_shielding_witness (α r3 Dq : ℝ) (hDq : Dq ≠ 0) (a b : Fin 3) :
    ((10 * Dq : ℝ) : ℂ) *
      shielding α r3 ![-4 * Dq, -4 * Dq, -4 * Dq, 6 * Dq, 6 * Dq] a b =
      if a = b then -8 * (α : ℂ) ^ 2 * r3 else 0 := by
  refine octahedral_shielding α r3 (10 * Dq) _ (mul_ne_zero (by norm_num) hDq) ?_ a b
  intro k hk n hn
  simp only [t2g, eg, Finset.mem_insert, Finset.mem_singleton] at hk hn
  rcases hk with rfl | rfl | rfl <;> rcases hn with rfl | rfl <;>
    (change 6 * Dq - (-4 * Dq) = 10 * Dq; ring)
```

## Splitting the eg level

Now keep the t2g orbitals degenerate at energy zero and place $x^2-y^2$ at $D_1$ and $z^2$ at $D_2$, both nonzero. The squared matrix elements found above give

$$\sigma_{zz}=-2\alpha^2\langle r^{-3}\rangle\frac{4}{D_1},\qquad
\sigma_{xx}=-2\alpha^2\langle r^{-3}\rangle\left(\frac1{D_1}+\frac3{D_2}\right).$$

Subtracting and multiplying by $D_1D_2$,

$$D_1D_2(\sigma_{zz}-\sigma_{xx})=-6\alpha^2\langle r^{-3}\rangle(D_2-D_1).$$

For nonzero $\alpha^2\langle r^{-3}\rangle$, unequal gaps therefore make the tensor anisotropic. In the proof, `hx` and `hz` tabulate the squared elements of $L_x$ and $L_z$; clearing the denominators leaves a polynomial identity.

```lean
/-- With degenerate t2g orbitals and separate nonzero gaps `D₁` to x²-y² and `D₂` to z², the
difference between the zz and xx shieldings, multiplied by `D₁ D₂`, equals `-6 α² ⟨r⁻³⟩ (D₂ - D₁)`.
-/
theorem split_eg_anisotropy (α r3 D₁ D₂ : ℝ) (h₁ : D₁ ≠ 0) (h₂ : D₂ ≠ 0) :
    (D₁ : ℂ) * D₂ * (shielding α r3 ![0, 0, 0, D₁, D₂] 2 2 -
      shielding α r3 ![0, 0, 0, D₁, D₂] 0 0) = -6 * (α : ℂ) ^ 2 * r3 * (D₂ - D₁) := by
  have h₁' : (D₁ : ℂ) ≠ 0 := Complex.ofReal_ne_zero.mpr h₁
  have h₂' : (D₂ : ℂ) ≠ 0 := Complex.ofReal_ne_zero.mpr h₂
  -- squared matrix elements of L_x and L_z between the real d orbitals
  have hx : ∀ k n, L 0 k n * L 0 n k = (!![0, 0, 1, 0, 0; 0, 0, 0, 1, 3; 1, 0, 0, 0, 0;
      0, 1, 0, 0, 0; 0, 3, 0, 0, 0] : Matrix (Fin 5) (Fin 5) ℂ) k n := by
    intro k n
    fin_cases k <;> fin_cases n <;> simp [L, Complex.ext_iff]
  have hz : ∀ k n, L 2 k n * L 2 n k = (!![0, 0, 0, 4, 0; 0, 0, 1, 0, 0; 0, 1, 0, 0, 0;
      4, 0, 0, 0, 0; 0, 0, 0, 0, 0] : Matrix (Fin 5) (Fin 5) ℂ) k n := by
    intro k n
    fin_cases k <;> fin_cases n <;> simp [L, Complex.ext_iff] <;> norm_num
  simp only [shielding, sum_t2g, sum_eg, hx, hz]
  simp
  field_simp
  ring

end

end RamseyOctahedralShielding
```

```lean
#print axioms RamseyOctahedralShielding.angular_momentum_two
#print axioms RamseyOctahedralShielding.octahedral_shielding
#print axioms RamseyOctahedralShielding.split_eg_anisotropy
```

```
'RamseyOctahedralShielding.angular_momentum_two' depends on axioms: [propext, Classical.choice, Quot.sound]
'RamseyOctahedralShielding.octahedral_shielding' depends on axioms: [propext, Classical.choice, Quot.sound]
'RamseyOctahedralShielding.split_eg_anisotropy' depends on axioms: [propext, Classical.choice, Quot.sound]
```
